# One-projector PAW for a matrix ground state: a ghost level lies below it exactly when the unit pseudo wave, used as projector, is not an eigenvector

One test of a projector augmented-wave (PAW) dataset compares the lowest eigenvalues of the pseudo problem with a reference spectrum: a correct energy for the intended state does not exclude a spurious level beneath it. In a finite, non-interacting model with a single normalised pseudo wave that also serves as the projector, the condition for such a level can be stated exactly.

## PAW operators with one partial wave

Let \(A\) be a real symmetric matrix, the Hamiltonian of the model. Its lowest eigenvalue is \(e\), and \(\varphi\) is a normalised ground state, so \(A\varphi=e\varphi\) and \(\langle\varphi,\varphi\rangle=1\).

PAW represents states by smoother pseudo states and corrects the operators through partial waves \(\varphi_i\), pseudo waves \(\tilde\varphi_i\) and projectors \(p_i\). The usual form of the corrections relies on a complete set of partial waves in the augmentation region, whereas a calculation keeps only a few. Here one is kept: the partial wave is \(\varphi\), and a unit vector \(u\) is both pseudo wave and projector. The duality condition \(\langle p,\tilde\varphi\rangle=1\) is then the normalisation of \(u\). The operators are

\[
H=A+\bigl(\langle\varphi,A\varphi\rangle-\langle u,Au\rangle\bigr)uu^{T},
\qquad
S=1+\bigl(\langle\varphi,\varphi\rangle-\langle u,u\rangle\bigr)uu^{T}.
\]

Since both waves are normalised, \(S=1\). Since \(\varphi\) is the ground state, \(\langle\varphi,A\varphi\rangle=e\). With \(E_u=\langle u,Au\rangle\), the Hamiltonian becomes \(H=A+(e-E_u)uu^{T}\).

## The criterion and its Lean form

The problem \(Hv=\mu Sv\) has a solution with \(v\neq0\) and \(\mu<e\) if and only if \(u\) is not an eigenvector of \(A\). This is `ghost_iff_not_eigenvector`.

In Lean, `n` is a finite index type, a state is a function `n → ℝ`, `⬝ᵥ` is the real inner product and `*ᵥ` applies a matrix to a vector. The matrix \(uu^T\) is `vecMulVec u u`. The definitions `pawHamiltonian` and `pawOverlap` contain the full differences displayed above, so \(S=1\) and the appearance of \(e\) in \(H\) are derived.

The hypotheses are these:

- `hA : A.IsSymm` says that the Hamiltonian is real symmetric.
- `hg : IsGroundState A e φ` says that \(\varphi\) is a unit eigenvector with eigenvalue \(e\), and that no eigenvalue of \(A\) is smaller. Degeneracy is allowed.
- `hu : u ⬝ᵥ u = 1` normalises the pseudo wave.

`HasGhostBelow` expresses the existence of the low solution, and `¬ ∃ a : ℝ, A *ᵥ u = a • u` says that \(u\) is not an eigenvector.

"Ghost" here means any level below \(e\); the theorem does not say that \(e\) itself survives as an eigenvalue of \(H\). The model also has no augmentation sphere, no requirement that \(\varphi\) and \(u\) agree outside one or that \(u\) be smoother than \(\varphi\), and no self-consistent potential. A common construction of projectors makes the pseudo wave solve the pseudo equation at the reference energy. The choice \(p=u\) does so only in special cases, so the criterion does not carry over to datasets built that way.

## Why the low level appears

For any vector \(v\),

\[
Hv=Av+(e-E_u)\langle u,v\rangle u. \tag{1}
\]

Setting \(v=u\) and projecting on \(u\) gives

\[
\langle u,Hu\rangle=E_u+(e-E_u)=e .
\]

The truncated Hamiltonian therefore has the correct energy as its expectation value in \(u\).

Suppose that \(u\) is not an eigenvector of \(A\). Then it is not an eigenvector of \(H\) either: if \(Hu=au\), equation (1) would give \(Au=(a-e+E_u)u\).

Now assume that \(H\) has no eigenvalue below \(e\). As \(H\) is symmetric, it has orthonormal eigenvectors \(w_j\) with eigenvalues \(\mu_j\ge e\), and

\[
0=\langle u,(H-e)u\rangle=\sum_j(\mu_j-e)\langle w_j,u\rangle^2 .
\]

Every term is non-negative, so every term vanishes. For each \(j\), either \(\mu_j=e\) or \(\langle w_j,u\rangle=0\), and hence

\[
(H-e)u=\sum_j(\mu_j-e)\langle w_j,u\rangle w_j=0 .
\]

This makes \(u\) an eigenvector of \(H\), a contradiction. Some eigenvalue of \(H\) lies strictly below \(e\).

## Why an eigenvector gives no level below the ground state

Let \(Au=au\), so that \(E_u=a\), and suppose \(Hv=\mu v\) with \(v\ne0\) and \(\mu<e\). By symmetry, \(\langle u,Av\rangle=\langle Au,v\rangle=a\langle u,v\rangle\). Projecting (1) on \(u\) gives

\[
a\langle u,v\rangle+(e-a)\langle u,v\rangle=\mu\langle u,v\rangle,
\]

that is, \((e-\mu)\langle u,v\rangle=0\). Since \(\mu<e\), the vector \(v\) is orthogonal to \(u\). The correction in (1) then vanishes and \(Av=\mu v\), which contradicts the minimality of \(e\).

The eigenvector \(u\) need not be a ground state. If its eigenvalue \(a\) is higher than \(e\), the correction lowers the energy of \(u\) to \(e\), and no further; states of the same level orthogonal to \(u\) stay at \(a\). The ground state \(\varphi\) is then orthogonal to \(u\) and also stays at \(e\), so this level contains one state more than it does for \(A\). The criterion excludes spurious levels below \(e\), not a spurious state at \(e\).

## Two sites with a negative ghost energy

Take

\[
A=\begin{pmatrix}1&-1\\-1&1\end{pmatrix},\qquad
\varphi=\frac1{\sqrt2}\begin{pmatrix}1\\1\end{pmatrix},\qquad
u=\begin{pmatrix}1\\0\end{pmatrix}.
\]

The ground-state energy is \(e=0\), while \(E_u=1\). Therefore

\[
H=\begin{pmatrix}0&-1\\-1&1\end{pmatrix},\qquad
\mu^2-\mu-1=0,\qquad
\mu=\frac{1\pm\sqrt5}{2}.
\]

The lower root is about \(-0.618\). Its eigenvector \((1,(\sqrt5-1)/2)\) is unnormalised in the code; normalised, it is approximately \((0.851,0.526)\). The original energy \(0\) is no longer in the spectrum, although it is still the expectation value of \(H\) in \(u\).

## The Lean file

```lean
import Mathlib

open Matrix

namespace PAWGhostState

noncomputable section

variable {n : Type*} [Fintype n]

/-- `φ` is a normalised ground state of `A` with energy `e`: a unit eigenvector whose
eigenvalue `e` is at most every eigenvalue of `A`. -/
structure IsGroundState (A : Matrix n n ℝ) (e : ℝ) (φ : n → ℝ) : Prop where
  unit : φ ⬝ᵥ φ = 1
  eigen : A *ᵥ φ = e • φ
  lowest : ∀ (μ : ℝ) (x : n → ℝ), x ≠ 0 → A *ᵥ x = μ • x → e ≤ μ

/-- The PAW Hamiltonian truncated to one partial wave `φ`, with `u` as both pseudo wave
and projector. -/
def pawHamiltonian (A : Matrix n n ℝ) (φ u : n → ℝ) : Matrix n n ℝ :=
  A + (φ ⬝ᵥ A *ᵥ φ - u ⬝ᵥ A *ᵥ u) • vecMulVec u u

/-- The PAW overlap matrix truncated to one partial wave `φ`, with `u` as both pseudo wave
and projector. -/
def pawOverlap [DecidableEq n] (φ u : n → ℝ) : Matrix n n ℝ :=
  1 + (φ ⬝ᵥ φ - u ⬝ᵥ u) • vecMulVec u u

/-- The truncated PAW eigenvalue problem `H v = μ S v` has a solution with `v ≠ 0` and `μ` strictly
below the energy `e`. -/
def HasGhostBelow [DecidableEq n] (A : Matrix n n ℝ) (φ u : n → ℝ) (e : ℝ) : Prop :=
  ∃ μ < e, ∃ v : n → ℝ, v ≠ 0 ∧
    pawHamiltonian A φ u *ᵥ v = μ • (pawOverlap φ u *ᵥ v)

/-- The energy expectation value in a normalised ground state is its energy. -/
theorem IsGroundState.energy {A : Matrix n n ℝ} {e : ℝ} {φ : n → ℝ}
    (hg : IsGroundState A e φ) : φ ⬝ᵥ A *ᵥ φ = e := by
  rw [hg.eigen, dotProduct_smul, hg.unit, smul_eq_mul, mul_one]

/-- The truncated PAW Hamiltonian acts as `A` plus a correction along `u`, weighted by the
projection of the state on `u`. -/
theorem pawHamiltonian_mulVec (A : Matrix n n ℝ) (φ u v : n → ℝ) :
    pawHamiltonian A φ u *ᵥ v =
      A *ᵥ v + ((φ ⬝ᵥ A *ᵥ φ - u ⬝ᵥ A *ᵥ u) * (u ⬝ᵥ v)) • u := by
  have h : vecMulVec u u *ᵥ v = (u ⬝ᵥ v) • u := by
    ext i
    simp only [mulVec, dotProduct, vecMulVec_apply, Pi.smul_apply, smul_eq_mul,
      Finset.sum_mul]
    exact Finset.sum_congr rfl fun j _ => by ring
  rw [pawHamiltonian, Matrix.add_mulVec, Matrix.smul_mulVec, h, smul_smul]

/-- For a unit pseudo wave `u`, the expectation value of the truncated PAW Hamiltonian in `u` is the
quadratic form `φ ⬝ᵥ A *ᵥ φ` of `A` at the partial wave `φ`. -/
theorem pawHamiltonian_expectation (A : Matrix n n ℝ) (φ : n → ℝ) {u : n → ℝ}
    (hu : u ⬝ᵥ u = 1) : u ⬝ᵥ pawHamiltonian A φ u *ᵥ u = φ ⬝ᵥ A *ᵥ φ := by
  rw [pawHamiltonian_mulVec, dotProduct_add, dotProduct_smul, hu, smul_eq_mul]
  ring

variable [DecidableEq n]

/-- If the partial wave and the pseudo wave are both normalised, the truncated PAW overlap
is the identity. -/
theorem pawOverlap_eq_one {φ u : n → ℝ} (hφ : φ ⬝ᵥ φ = 1) (hu : u ⬝ᵥ u = 1) :
    pawOverlap φ u = 1 := by
  rw [pawOverlap, hφ, hu, sub_self, zero_smul, add_zero]

/-- A real symmetric matrix has an eigenvalue strictly below its expectation value in any
unit vector that is not an eigenvector. -/
theorem exists_eigenvalue_lt_expectation {H : Matrix n n ℝ} (hH : H.IsSymm)
    {u : n → ℝ} (hu : u ⬝ᵥ u = 1) (hne : ¬ ∃ a : ℝ, H *ᵥ u = a • u) :
    ∃ μ < u ⬝ᵥ H *ᵥ u, ∃ v : n → ℝ, v ≠ 0 ∧ H *ᵥ v = μ • v := by
  obtain ⟨e, he⟩ : ∃ e, e = u ⬝ᵥ H *ᵥ u := ⟨_, rfl⟩
  rw [← he]
  have shift : ∀ v, (H - e • (1 : Matrix n n ℝ)) *ᵥ v = H *ᵥ v - e • v := fun v => by
    rw [Matrix.sub_mulVec, Matrix.smul_mulVec, Matrix.one_mulVec]
  have hM : (H - e • (1 : Matrix n n ℝ)).IsHermitian := by
    rw [Matrix.IsHermitian, conjTranspose_eq_transpose_of_trivial, transpose_sub,
      transpose_smul, transpose_one, hH.eq]
  by_contra hno
  -- without an eigenvalue below `e`, the shifted matrix is positive semidefinite
  have hpos : (H - e • (1 : Matrix n n ℝ)).PosSemidef := by
    refine hM.posSemidef_iff_eigenvalues_nonneg.mpr fun j => ?_
    by_contra hj
    have hneg : hM.eigenvalues j < 0 := not_le.mp hj
    refine hno ⟨e + hM.eigenvalues j, by linarith, (hM.eigenvectorBasis j).ofLp, ?_, ?_⟩
    · intro h0
      exact hM.eigenvectorBasis.orthonormal.ne_zero j (by ext i; exact congrFun h0 i)
    · have h := hM.mulVec_eigenvectorBasis j
      rw [shift] at h
      linear_combination (norm := module) h
  -- its expectation value in `u` vanishes, so it annihilates `u`
  have hz : (H - e • (1 : Matrix n n ℝ)) *ᵥ u = 0 := by
    refine (hpos.dotProduct_mulVec_zero_iff u).mp ?_
    rw [star_trivial, shift, dotProduct_sub, dotProduct_smul, hu, ← he, smul_eq_mul,
      mul_one, sub_self]
  rw [shift] at hz
  exact hne ⟨e, sub_eq_zero.mp hz⟩

/-- Let `A` be real symmetric with normalised ground state `φ` of energy `e`, and let the unit
vector `u` be pseudo wave and projector. The truncated PAW problem has an eigenvalue strictly
below `e` if and only if `u` is not an eigenvector of `A`. -/
theorem ghost_iff_not_eigenvector {A : Matrix n n ℝ} (hA : A.IsSymm) {e : ℝ}
    {φ u : n → ℝ} (hg : IsGroundState A e φ) (hu : u ⬝ᵥ u = 1) :
    HasGhostBelow A φ u e ↔ ¬ ∃ a : ℝ, A *ᵥ u = a • u := by
  constructor
  · rintro ⟨μ, hμ, v, hv, h⟩ ⟨a, ha⟩
    have hua : u ⬝ᵥ A *ᵥ u = a := by
      rw [ha, dotProduct_smul, hu, smul_eq_mul, mul_one]
    have hav : u ⬝ᵥ A *ᵥ v = a * (u ⬝ᵥ v) := by
      rw [Matrix.dotProduct_mulVec, ← Matrix.mulVec_transpose, hA.eq, ha,
        smul_dotProduct, smul_eq_mul]
    rw [pawOverlap_eq_one hg.unit hu, Matrix.one_mulVec, pawHamiltonian_mulVec,
      hg.energy, hua] at h
    -- projecting on `u` shows that a ghost state is orthogonal to `u`
    have h2 := congrArg (fun w => u ⬝ᵥ w) h
    simp only [dotProduct_add, dotProduct_smul, hu, hav, smul_eq_mul] at h2
    have h3 : (e - μ) * (u ⬝ᵥ v) = 0 := by linear_combination h2
    have hc : u ⬝ᵥ v = 0 := (mul_eq_zero.mp h3).resolve_left (sub_pos.mpr hμ).ne'
    rw [hc, mul_zero, zero_smul, add_zero] at h
    exact absurd (hg.lowest μ v hv h) (not_le.mpr hμ)
  · intro hne
    have hH : (pawHamiltonian A φ u).IsSymm := by
      refine Matrix.IsSymm.ext fun i j => ?_
      simp only [pawHamiltonian, Matrix.add_apply, Matrix.smul_apply, vecMulVec_apply,
        smul_eq_mul, hA.apply i j]
      ring
    have hne' : ¬ ∃ a : ℝ, pawHamiltonian A φ u *ᵥ u = a • u := by
      rintro ⟨a, ha⟩
      rw [pawHamiltonian_mulVec, hu, mul_one] at ha
      refine hne ⟨a - (φ ⬝ᵥ A *ᵥ φ - u ⬝ᵥ A *ᵥ u), ?_⟩
      rw [sub_smul]
      exact eq_sub_of_add_eq ha
    obtain ⟨μ, hμ, v, hv, h⟩ := exists_eigenvalue_lt_expectation hH hu hne'
    rw [pawHamiltonian_expectation A φ hu, hg.energy] at hμ
    exact ⟨μ, hμ, v, hv, by rw [pawOverlap_eq_one hg.unit hu, Matrix.one_mulVec, h]⟩

/-- A two-site Hamiltonian with on-site energy `1` and hopping element `-1`. -/
def twoSite : Matrix (Fin 2) (Fin 2) ℝ := !![1, -1; -1, 1]

/-- The normalised state with equal amplitudes on both sites. -/
def evenState : Fin 2 → ℝ := fun _ => (Real.sqrt 2)⁻¹

/-- The equal-amplitude state is a ground state of the two-site Hamiltonian, with energy `0`. -/
theorem twoSite_groundState_witness : IsGroundState twoSite 0 evenState where
  unit := by
    have h : (Real.sqrt 2)⁻¹ * (Real.sqrt 2)⁻¹ = 1 / 2 := by
      rw [← mul_inv, Real.mul_self_sqrt (by norm_num)]
      norm_num
    simp only [dotProduct, evenState, Fin.sum_univ_two, h]
    norm_num
  eigen := by
    ext i
    fin_cases i <;> simp [twoSite, evenState, mulVec, dotProduct, Fin.sum_univ_two]
  lowest := by
    intro μ x hx h
    have h0 := congrFun h 0
    have h1 := congrFun h 1
    simp [twoSite, mulVec, dotProduct, Fin.sum_univ_two] at h0 h1
    by_contra hμ
    have key : μ * (x 0 ^ 2 + x 1 ^ 2) = (x 0 - x 1) ^ 2 := by
      linear_combination -(x 0) * h0 - x 1 * h1
    have hs : x 0 ^ 2 + x 1 ^ 2 ≤ 0 := by
      by_contra hc
      have := mul_neg_of_neg_of_pos (not_le.mp hμ) (not_le.mp hc)
      linarith [sq_nonneg (x 0 - x 1)]
    have a0 : x 0 ^ 2 = 0 := by linarith [sq_nonneg (x 0), sq_nonneg (x 1)]
    have a1 : x 1 ^ 2 = 0 := by linarith [sq_nonneg (x 0), sq_nonneg (x 1)]
    apply hx
    funext i
    fin_cases i
    · exact pow_eq_zero_iff two_ne_zero |>.mp a0
    · exact pow_eq_zero_iff two_ne_zero |>.mp a1

/-- With the pseudo wave on the first site, the truncated PAW problem of the two-site
Hamiltonian has the negative eigenvalue `(1 - √5) / 2`, with eigenvector `(1, (√5 - 1) / 2)`. -/
theorem twoSite_ghost :
    pawHamiltonian twoSite evenState ![1, 0] *ᵥ ![1, (Real.sqrt 5 - 1) / 2] =
      ((1 - Real.sqrt 5) / 2) •
        (pawOverlap evenState ![1, 0] *ᵥ ![1, (Real.sqrt 5 - 1) / 2]) ∧
    (1 - Real.sqrt 5) / 2 < 0 := by
  have h5 : Real.sqrt 5 * Real.sqrt 5 = 5 := Real.mul_self_sqrt (by norm_num)
  have hu : (![1, 0] : Fin 2 → ℝ) ⬝ᵥ ![1, 0] = 1 := by
    simp [dotProduct, Fin.sum_univ_two]
  constructor
  · rw [pawOverlap_eq_one twoSite_groundState_witness.unit hu, Matrix.one_mulVec,
      pawHamiltonian_mulVec, twoSite_groundState_witness.energy]
    ext i
    fin_cases i <;> simp [twoSite, mulVec, dotProduct, Fin.sum_univ_two]
    all_goals nlinarith [h5]
  · have h1 : 1 < Real.sqrt 5 := by nlinarith [h5, Real.sqrt_nonneg 5]
    linarith

end

end PAWGhostState
```

```lean
#print axioms PAWGhostState.ghost_iff_not_eigenvector
#print axioms PAWGhostState.twoSite_ghost
```

```
'PAWGhostState.ghost_iff_not_eigenvector' depends on axioms: [propext, Classical.choice, Quot.sound]
'PAWGhostState.twoSite_ghost' depends on axioms: [propext, Classical.choice, Quot.sound]
```

## From the matrix identities to the equivalence

`pawHamiltonian_mulVec` is equation (1), before \(\langle\varphi,A\varphi\rangle\) is replaced by \(e\). That replacement is supplied by `IsGroundState.energy`. The lemma `pawHamiltonian_expectation` computes the expectation value in \(u\), and `pawOverlap_eq_one` reduces the generalised eigenvalue problem to an ordinary one.

The spectral argument is in `exists_eigenvalue_lt_expectation`, which holds for any real symmetric matrix and any unit vector that is not an eigenvector. Its proof names the expectation value `e` and studies the shifted matrix \(H-e\). Assuming that there is no lower eigenvalue, it shows that all eigenvalues of the shifted matrix are non-negative: a negative one, with its vector from `eigenvectorBasis`, would give an eigenvalue of \(H\) below \(e\). Hence the shifted matrix is positive semidefinite. The sum over \(j\) in the derivation is replaced by Mathlib's `dotProduct_mulVec_zero_iff`: for such a matrix, zero expectation in \(u\) means that the matrix annihilates \(u\).

In `ghost_iff_not_eigenvector`, the first branch assumes both a ghost and an eigenvector equation for \(u\). The step `h2` projects on \(u\), `h3` is \((e-\mu)\langle u,v\rangle=0\), and `hc` is the orthogonality. The field `hg.lowest` then gives the contradiction. The second branch proves that \(H\) is symmetric (`hH`) and that \(u\) is not an eigenvector of it (`hne'`), applies the spectral lemma, and rewrites its bound as \(\mu<e\).

For the two-site matrix, `twoSite_groundState_witness` checks all three parts of the ground-state definition. Minimality comes from combining the two components of \(Ax=\mu x\) into

\[
\mu(x_0^2+x_1^2)=(x_0-x_1)^2 ,
\]

which forces \(x=0\) if \(\mu<0\). Finally, `twoSite_ghost` verifies the eigenvalue equation component by component, using \(\sqrt5\,\sqrt5=5\), and obtains the negative sign from \(\sqrt5>1\).
